# A negative semidefinite polarizability screens the Coulomb matrix to between zero and its bare value

The Coulomb matrix is represented here by a root: a Hermitian matrix $s$ is given, and $v=s^2$ is defined from it. The root need not be positive, so the usual positive semidefinite square root is a special case. All matrices are complex and refer to one finite orthonormal mixed product basis, at one wave vector and one frequency.

The polarizability $P$ is Hermitian with $-P\ge 0$, where $A\ge 0$ means that $A$ is positive semidefinite and $A\le B$ that $B-A\ge 0$. For the static independent-particle polarizability of the random-phase approximation, with the lowest orbitals filled, this sign follows from second-order perturbation theory. For the exact irreducible polarizability it is an extra assumption: stability of the ground state fixes the sign of the full density response, not that of $P$. Define

$$\varepsilon = 1-sPs,\qquad W=s\,\varepsilon^{-1}s .$$

Then $\varepsilon$ is Hermitian, $\varepsilon-1\ge0$, $W=v+vPW$ and $0\le W\le v$. In a $GW$ calculation these relations can serve as checks on a computed static $W$, within a finite basis and for a $P$ of this sign.

## From the dielectric matrix to the bounds

Since $s$ and $P$ are Hermitian, so is $\varepsilon$. For any vector $y$,

$$y^\dagger(\varepsilon-1)y=(sy)^\dagger(-P)(sy)\ge 0 .$$

Hence $y^\dagger\varepsilon y\ge y^\dagger y>0$ for $y\ne0$, and $\varepsilon$ is invertible with a positive definite inverse. It follows that $x^\dagger Wx=(sx)^\dagger\varepsilon^{-1}(sx)\ge0$ for every vector $x$.

Placing $\varepsilon\varepsilon^{-1}=1$ between two factors of $s$ gives

$$v=s(1-sPs)\varepsilon^{-1}s=W-vPW,$$

and $\varepsilon^{-1}\varepsilon=1$ gives $v=W-WPv$ in the same way. Inserting the first form into the second,

$$v-W=-WPv=-WP(W-vPW)=W(-P)W+(PW)^\dagger v\,(PW).$$

Both terms are positive semidefinite, because $v=s^\dagger s\ge0$. Therefore $W\le v$. If $vx=\lambda x$, then $0\le x^\dagger Wx\le\lambda\,x^\dagger x$; for a normalised $x$ the expectation of $W$ is at most $\lambda$.

## Matrices and positivity in Lean

The finite type `n` labels the basis functions.

```lean
import Mathlib

open Matrix
open scoped ComplexOrder

namespace MixedProductScreening

noncomputable section

variable {n : Type*} [Fintype n] [DecidableEq n]
```

The three definitions transcribe $v$, $\varepsilon$ and $W$.

```lean
/-- The bare Coulomb matrix `v = s²`, given through its root `s`. -/
def coulomb (s : Matrix n n ℂ) : Matrix n n ℂ := s * s

/-- The symmetrized dielectric matrix `ε = 1 - s P s` for the polarizability `P`. -/
def dielectric (s P : Matrix n n ℂ) : Matrix n n ℂ := 1 - s * P * s

/-- The screened Coulomb matrix `W = s ε⁻¹ s`. -/
def screened (s P : Matrix n n ℂ) : Matrix n n ℂ := s * (dielectric s P)⁻¹ * s
```

The hypothesis `hs` says that $s$ is Hermitian. The hypothesis `hP : (-P).PosSemidef` contains both the Hermiticity and the sign of $P$; neither is derived from a band structure. The first lemma writes $\varepsilon-1$ as $s(-P)s$, a congruence of a positive semidefinite matrix.

```lean
variable {s P : Matrix n n ℂ}

/-- For a negative semidefinite polarizability, `ε - 1` is positive semidefinite. -/
theorem dielectric_sub_one_posSemidef (hs : s.IsHermitian) (hP : (-P).PosSemidef) :
    (dielectric s P - 1).PosSemidef := by
  have h := hP.conjTranspose_mul_mul_same s
  rw [hs.eq] at h
  have e : dielectric s P - 1 = s * (-P) * s := by
    unfold dielectric
    noncomm_ring
  rwa [e]
```

Adding the identity makes $\varepsilon$ positive definite.

```lean
/-- The symmetrized dielectric matrix is positive definite. -/
theorem dielectric_posDef (hs : s.IsHermitian) (hP : (-P).PosSemidef) :
    (dielectric s P).PosDef := by
  have h1 : (1 : Matrix n n ℂ).PosDef := Matrix.PosDef.one
  have h := h1.add_posSemidef (dielectric_sub_one_posSemidef hs hP)
  rwa [add_sub_cancel] at h
```

## The Dyson equation and its only solution

A positive determinant supplies the two inverse identities `hr` and `hl`. The proof then replaces $\varepsilon^{-1}$ by a letter `e`, and each `calc` block is one of the two multiplications above.

```lean
/-- The screened interaction obeys the Dyson equation in both orders,
`W = v + v P W` and `W = v + W P v`. -/
theorem screened_dyson (hs : s.IsHermitian) (hP : (-P).PosSemidef) :
    screened s P = coulomb s + coulomb s * P * screened s P ∧
    screened s P = coulomb s + screened s P * P * coulomb s := by
  have hdet : IsUnit (dielectric s P).det := (dielectric_posDef hs hP).det_pos.ne'.isUnit
  have hr := Matrix.mul_nonsing_inv _ hdet
  have hl := Matrix.nonsing_inv_mul _ hdet
  unfold screened coulomb
  generalize (dielectric s P)⁻¹ = e at hr hl ⊢
  unfold dielectric at hr hl
  constructor
  · calc s * e * s = s * ((1 - s * P * s) * e) * s + s * s * P * (s * e * s) := by
          noncomm_ring
      _ = s * s + s * s * P * (s * e * s) := by rw [hr, mul_one]
  · calc s * e * s = s * (e * (1 - s * P * s)) * s + s * e * s * P * (s * s) := by
          noncomm_ring
      _ = s * s + s * e * s * P * (s * s) := by rw [hl, mul_one]
```

Uniqueness holds because $1+WP$ is a left inverse of $1-vP$:

$$(1+WP)(1-vP)=1+(W-v-WPv)P=1 .$$

A solution $X$ satisfies $(1-vP)X=v$, so $X=(1+WP)v=W$.

```lean
/-- Any solution `X` of the Dyson equation `X = v + v P X` equals `W`. -/
theorem dyson_unique (hs : s.IsHermitian) (hP : (-P).PosSemidef) {X : Matrix n n ℂ}
    (hX : X = coulomb s + coulomb s * P * X) : X = screened s P := by
  have h2 := (screened_dyson hs hP).2
  have a : X - coulomb s * P * X = coulomb s := sub_eq_of_eq_add hX
  have b : screened s P - (coulomb s + screened s P * P * coulomb s) = 0 :=
    sub_eq_zero.2 h2
  -- `1 + W P` is a left inverse of `1 - v P`
  calc X = (1 + screened s P * P) * (X - coulomb s * P * X)
        - (screened s P - (coulomb s + screened s P * P * coulomb s)) * P * X := by
          noncomm_ring
    _ = coulomb s + screened s P * P * coulomb s := by
          rw [a, b]
          noncomm_ring
    _ = screened s P := h2.symm
```

## The upper bound

The proof of the formula for $v-W$ adds two terms, the left side of `a` and $WP$ times the left side of `b`. Both vanish by the Dyson equations, and with them included the identity is pure algebra.

```lean
/-- The reduction of the interaction by screening is `v - W = W (-P) W + W P v P W`. -/
theorem coulomb_sub_screened (hs : s.IsHermitian) (hP : (-P).PosSemidef) :
    coulomb s - screened s P = screened s P * (-P) * screened s P
      + screened s P * P * coulomb s * (P * screened s P) := by
  obtain ⟨h1, h2⟩ := screened_dyson hs hP
  have a : coulomb s + screened s P * P * coulomb s - screened s P = 0 :=
    sub_eq_zero.2 h2.symm
  have b : screened s P - (coulomb s + coulomb s * P * screened s P) = 0 :=
    sub_eq_zero.2 h1
  calc coulomb s - screened s P = screened s P * (-P) * screened s P
        + screened s P * P * coulomb s * (P * screened s P)
        + (coulomb s + screened s P * P * coulomb s - screened s P)
        + screened s P * P *
          (screened s P - (coulomb s + coulomb s * P * screened s P)) := by noncomm_ring
    _ = _ := by rw [a, b, mul_zero, add_zero, add_zero]
```

The main theorem collects the five statements. In its proof `t1` and `t2` are the positivity of the two terms in $v-W$.

```lean
/-- Main theorem: `ε` is Hermitian with `ε - 1 ≥ 0`, and `W = s ε⁻¹ s` solves
`W = v + v P W` and satisfies `0 ≤ W ≤ v` as a matrix inequality. -/
theorem screening_bounds (hs : s.IsHermitian) (hP : (-P).PosSemidef) :
    (dielectric s P).IsHermitian ∧ (dielectric s P - 1).PosSemidef ∧
    screened s P = coulomb s + coulomb s * P * screened s P ∧
    (screened s P).PosSemidef ∧ (coulomb s - screened s P).PosSemidef := by
  have hε := dielectric_posDef hs hP
  have hW : (screened s P).PosSemidef := by
    have h := hε.inv.posSemidef.conjTranspose_mul_mul_same s
    rwa [hs.eq] at h
  refine ⟨hε.1, dielectric_sub_one_posSemidef hs hP, (screened_dyson hs hP).1, hW, ?_⟩
  have hv : (coulomb s).PosSemidef := by
    have h := Matrix.posSemidef_conjTranspose_mul_self s
    rwa [hs.eq] at h
  have hPh : Pᴴ = P := by
    have h := hP.1.eq
    rw [conjTranspose_neg] at h
    exact neg_injective h
  -- both terms of the screening reduction are congruences of positive semidefinite matrices
  have t1 := hP.conjTranspose_mul_mul_same (screened s P)
  have t2 := hv.conjTranspose_mul_mul_same (P * screened s P)
  rw [hW.1.eq] at t1
  rw [conjTranspose_mul, hW.1.eq, hPh] at t2
  rw [coulomb_sub_screened hs hP]
  exact t1.add t2
```

For a Coulomb eigenvector, `star x ⬝ᵥ screened s P *ᵥ x` is the unnormalised $x^\dagger Wx$. The inequalities are in the order on `ℂ`, where $0\le z$ means that $z$ is real and nonnegative. The proof evaluates $x^\dagger(v-W)x\ge0$ using the eigenvalue equation.

```lean
/-- Along a Coulomb eigenvector `x` of eigenvalue `lam`, the unnormalised `x† W x` lies between zero
and `lam` times the squared norm of `x`. -/
theorem screened_le_eigenvalue (hs : s.IsHermitian) (hP : (-P).PosSemidef)
    {x : n → ℂ} {lam : ℝ} (hx : coulomb s *ᵥ x = (lam : ℂ) • x) :
    0 ≤ star x ⬝ᵥ screened s P *ᵥ x ∧
    star x ⬝ᵥ screened s P *ᵥ x ≤ (lam : ℂ) * (star x ⬝ᵥ x) := by
  obtain ⟨-, -, -, hW, hD⟩ := screening_bounds hs hP
  refine ⟨hW.dotProduct_mulVec_nonneg x, ?_⟩
  have h := hD.dotProduct_mulVec_nonneg x
  rw [sub_mulVec, dotProduct_sub, hx, dotProduct_smul, smul_eq_mul] at h
  exact sub_nonneg.1 h
```

## Vectors that are not screened, and common eigenvectors

The second Dyson form acts on a vector as $Wx=vx+WPvx$.

```lean
/-- The Dyson equation applied to a vector: `W x = v x + W P v x`. -/
theorem screened_mulVec (hs : s.IsHermitian) (hP : (-P).PosSemidef) (x : n → ℂ) :
    screened s P *ᵥ x = coulomb s *ᵥ x + screened s P *ᵥ (P *ᵥ (coulomb s *ᵥ x)) := by
  conv_lhs => rw [(screened_dyson hs hP).2]
  rw [add_mulVec, ← mulVec_mulVec, ← mulVec_mulVec]
```

This determines when screening leaves an expectation unchanged. If $x^\dagger Wx=x^\dagger vx$, then $v-W\ge0$ forces $vx=Wx$, and so $WPvx=0$. With $u=vx=Wx$ we get $u^\dagger Pu=x^\dagger WPvx=0$, and the sign of $P$ forces $Pu=0$. Conversely, $Pvx=0$ gives $Wx=vx$ at once. The two directions of the Lean proof follow this argument.

```lean
/-- The expectations of `W` and `v` in `x` agree exactly when the polarizability
annihilates the potential `v x`. -/
theorem unscreened_iff (hs : s.IsHermitian) (hP : (-P).PosSemidef) (x : n → ℂ) :
    star x ⬝ᵥ screened s P *ᵥ x = star x ⬝ᵥ coulomb s *ᵥ x ↔
      P *ᵥ (coulomb s *ᵥ x) = 0 := by
  obtain ⟨-, -, -, hW, hD⟩ := screening_bounds hs hP
  have h3 := screened_mulVec hs hP x
  constructor
  · intro h
    -- a vanishing expectation of `v - W ≥ 0` forces `v x = W x`
    have h0 : (coulomb s - screened s P) *ᵥ x = 0 :=
      (hD.dotProduct_mulVec_zero_iff x).1 (by rw [sub_mulVec, dotProduct_sub, h, sub_self])
    have hvW : coulomb s *ᵥ x = screened s P *ᵥ x := by
      rwa [sub_mulVec, sub_eq_zero] at h0
    have hz : screened s P *ᵥ (P *ᵥ (coulomb s *ᵥ x)) = 0 := by
      calc _ = (coulomb s *ᵥ x + screened s P *ᵥ (P *ᵥ (coulomb s *ᵥ x)))
            - coulomb s *ᵥ x := by abel
        _ = 0 := by rw [← h3, hvW, sub_self]
    have hq : star (coulomb s *ᵥ x) ⬝ᵥ (-P) *ᵥ (coulomb s *ᵥ x) = 0 := by
      rw [neg_mulVec, dotProduct_neg, neg_eq_zero]
      nth_rewrite 1 [hvW]
      rw [star_mulVec, hW.1.eq, ← dotProduct_mulVec, hz, dotProduct_zero]
    have h4 := (hP.dotProduct_mulVec_zero_iff _).1 hq
    rwa [neg_mulVec, neg_eq_zero] at h4
  · intro h
    rw [h3, h, mulVec_zero, add_zero]
```

If $vx=\lambda x$ and $Px=px$, the vector equation becomes $Wx=\lambda x+\lambda p\,Wx$, which rearranges to the last theorem. For $x\neq0$ the hypotheses make $\lambda\ge0$ and $p\le0$, so one may divide and read off the screened eigenvalue $\lambda/(1-\lambda p)$.

```lean
/-- For a common eigenvector of `v` and `P` with eigenvalues `lam` and `p`, the screened
interaction satisfies `(1 - lam p) W x = lam x`. -/
theorem screened_common_mode (hs : s.IsHermitian) (hP : (-P).PosSemidef)
    {x : n → ℂ} {lam p : ℂ} (hv : coulomb s *ᵥ x = lam • x) (hp : P *ᵥ x = p • x) :
    (1 - lam * p) • (screened s P *ᵥ x) = lam • x := by
  have h := screened_mulVec hs hP x
  rw [hv, mulVec_smul, hp, mulVec_smul, mulVec_smul] at h
  linear_combination (norm := module) h

end

end MixedProductScreening
```

```lean
#print axioms MixedProductScreening.screening_bounds
-- 'MixedProductScreening.screening_bounds' depends on axioms: [propext, Classical.choice, Quot.sound]
#print axioms MixedProductScreening.screened_le_eigenvalue
-- 'MixedProductScreening.screened_le_eigenvalue' depends on axioms: [propext, Classical.choice, Quot.sound]
#print axioms MixedProductScreening.unscreened_iff
-- 'MixedProductScreening.unscreened_iff' depends on axioms: [propext, Classical.choice, Quot.sound]
#print axioms MixedProductScreening.screened_common_mode
-- 'MixedProductScreening.screened_common_mode' depends on axioms: [propext, Classical.choice, Quot.sound]
```
